# Strain derivative of a plane-wave eigenvalue with one ultrasoft projector

Stretching a periodic cell shifts its band energies, and these shifts contribute to the stress. With ultrasoft pseudopotentials or PAW, the overlap matrix changes too, because the plane-wave components of the projectors depend on the cell. What is then the derivative of a single eigenvalue $e$ with respect to the cell length $L$?

The answer below is for a one-dimensional cell, a finite set of plane waves, no local potential, and one projector of fixed strength with real plane-wave components $b_n$. The type `ι` indexes the plane waves.

```lean
import Mathlib

open Matrix Filter Topology

namespace UltrasoftStress

noncomputable section

variable {ι : Type*} [Fintype ι] [DecidableEq ι]
```

## Plane waves that stretch with the cell

Each plane wave keeps its integer label $k_n$ (not a Bloch vector) as the cell changes, so $G_n = 2\pi k_n/L$.

```lean
/-- Wave vectors `G_n = 2π k_n / L` of plane waves in a cell of length `L ≠ 0`. -/
def wavevector (k : ι → ℤ) (L : ℝ) : ι → ℝ := fun n => 2 * Real.pi * k n / L
```

In units with $\hbar = m = 1$, the kinetic energy is $t_n = G_n^2/2$.

```lean
/-- Kinetic energies `t_n = G_n² / 2` in a cell of length `L ≠ 0`. -/
def kinetic (k : ι → ℤ) (L : ℝ) : ι → ℝ := fun n => wavevector k L n ^ 2 / 2
```

The constant $D$ is the strength of the nonlocal potential: $H = \mathrm{diag}(t) + D\,bb^T$.

```lean
/-- The Hamiltonian `diag(t) + D b bᵀ` with one nonlocal projector `b`. -/
def hamiltonian (t b : ι → ℝ) (D : ℝ) : Matrix ι ι ℝ := diagonal t + D • vecMulVec b b
```

The constant $q$ is the augmentation charge, the norm that the pseudo partial wave lacks inside the core: $S = 1 + q\,bb^T$.

```lean
/-- The ultrasoft overlap matrix `1 + q b bᵀ` with augmentation charge `q`. -/
def overlap (b : ι → ℝ) (q : ℝ) : Matrix ι ι ℝ := 1 + q • vecMulVec b b
```

An eigenpair is a nonzero $c$ with $Hc = eSc$.

```lean
/-- The nonzero vector `c` solves the generalized eigenvalue problem `H c = e S c`. -/
def IsEigenpair (t b : ι → ℝ) (D q e : ℝ) (c : ι → ℝ) : Prop :=
  c ≠ 0 ∧ hamiltonian t b D *ᵥ c = e • (overlap b q *ᵥ c)
```

The candidate eigenvector, not normalised, is $c_n = b_n/(e - t_n)$.

```lean
/-- The vector `c_n = b_n / (e - t_n)`, for an energy `e` different from all `t_n`. -/
def resolventVec (t b : ι → ℝ) (e : ℝ) : ι → ℝ := fun n => b n / (e - t n)
```

## The secular equation

The overlap acts as $(Sc)_n = c_n + q\,b_n(b\cdot c)$.

```lean
/-- The overlap matrix acts as `(S c)_n = c_n + q b_n (b·c)`. -/
theorem overlap_mulVec (b c : ι → ℝ) (q : ℝ) (n : ι) :
    (overlap b q *ᵥ c) n = c n + q * b n * (b ⬝ᵥ c) := by
  simp only [overlap, mulVec, dotProduct, Matrix.add_apply, Matrix.smul_apply, vecMulVec_apply,
    smul_eq_mul, add_mul, Finset.sum_add_distrib, Matrix.one_apply, ite_mul, one_mul, zero_mul,
    Finset.sum_ite_eq, Finset.mem_univ, if_true, Finset.mul_sum]
  congr 1
  exact Finset.sum_congr rfl fun i _ => by ring
```

Likewise $(Hc)_n = t_n c_n + D\,b_n(b\cdot c)$. Equating this to $e(Sc)_n$ and collecting terms gives

$$(e - t_n)\,c_n = (D - eq)\,b_n\,(b\cdot c).$$

```lean
/-- In components, `H c = e S c` reads `(e - t_n) c_n = (D - e q) b_n (b·c)`. -/
theorem eigen_iff (t b c : ι → ℝ) (D q e : ℝ) :
    hamiltonian t b D *ᵥ c = e • (overlap b q *ᵥ c) ↔
      ∀ n, (e - t n) * c n = (D - e * q) * b n * (b ⬝ᵥ c) := by
  have hH : ∀ n, (hamiltonian t b D *ᵥ c) n = t n * c n + D * b n * (b ⬝ᵥ c) := by
    intro n
    simp only [hamiltonian, mulVec, dotProduct, Matrix.add_apply, Matrix.smul_apply,
      vecMulVec_apply, smul_eq_mul, add_mul, Finset.sum_add_distrib, diagonal_apply, ite_mul,
      zero_mul, Finset.sum_ite_eq, Finset.mem_univ, if_true, Finset.mul_sum]
    congr 1
    exact Finset.sum_congr rfl fun i _ => by ring
  rw [funext_iff]
  refine forall_congr' fun n => ?_
  rw [hH, Pi.smul_apply, overlap_mulVec, smul_eq_mul]
  constructor <;> intro h <;> linear_combination -h
```

Multiplying $(Sc)_n$ by $c_n$ and summing gives $\langle c,Sc\rangle = c\cdot c + q\,(b\cdot c)^2$.

```lean
/-- The overlap form is `⟨c, S c⟩ = c·c + q (b·c)²`. -/
theorem overlap_form (b c : ι → ℝ) (q : ℝ) :
    c ⬝ᵥ overlap b q *ᵥ c = c ⬝ᵥ c + q * (b ⬝ᵥ c) * (b ⬝ᵥ c) := by
  calc c ⬝ᵥ overlap b q *ᵥ c = ∑ n, (c n * c n + q * (b ⬝ᵥ c) * (b n * c n)) :=
        Finset.sum_congr rfl fun n _ => by rw [overlap_mulVec]; ring
    _ = _ := by rw [Finset.sum_add_distrib, ← Finset.mul_sum]; rfl
```

For $q \ge 0$ and $c \ne 0$, the first term is positive and the second is not negative.

```lean
/-- For `q ≥ 0` the overlap form `⟨c, S c⟩` is positive on every nonzero vector. -/
theorem overlap_pos {q : ℝ} (hq : 0 ≤ q) (b : ι → ℝ) {c : ι → ℝ} (hc : c ≠ 0) :
    0 < c ⬝ᵥ overlap b q *ᵥ c := by

  obtain ⟨n, hn⟩ := Function.ne_iff.1 hc
  have hcc : 0 < c ⬝ᵥ c := Finset.sum_pos' (fun i _ => mul_self_nonneg (c i))
    ⟨n, Finset.mem_univ n, mul_self_pos.2 hn⟩
  rw [overlap_form, mul_assoc]
  linarith [mul_nonneg hq (mul_self_nonneg (b ⬝ᵥ c))]
```

Let $e$ differ from every $t_n$. For the candidate, $b\cdot c = \sum_n b_n^2/(e-t_n)$. If $(D-eq)(b\cdot c) = 1$, both sides of the component equation equal $b_n$. The candidate is nonzero, since $c = 0$ would give $0 = 1$.

```lean
/-- If `e` differs from all `t_n` and solves the secular equation, then
`c_n = b_n / (e - t_n)` is an eigenvector with eigenvalue `e`. -/
theorem resolventVec_isEigenpair {t b : ι → ℝ} {D q e : ℝ} (he : ∀ n, e ≠ t n)
    (h : (D - e * q) * ∑ n, b n ^ 2 / (e - t n) = 1) :
    IsEigenpair t b D q e (resolventVec t b e) := by
  have hs : b ⬝ᵥ resolventVec t b e = ∑ n, b n ^ 2 / (e - t n) :=
    Finset.sum_congr rfl fun n _ => by simp only [resolventVec]; ring
  rw [← hs] at h
  refine ⟨fun h0 => ?_, (eigen_iff _ _ _ _ _ _).2 fun n => ?_⟩
  · rw [h0, dotProduct_zero, mul_zero] at h
    exact zero_ne_one h
  · have h1 : (e - t n) * resolventVec t b e n = b n :=
      mul_div_cancel₀ _ (sub_ne_zero.2 (he n))
    linear_combination h1 - b n * h
```

Conversely, any eigenvector satisfies $c_n = (D-eq)(b\cdot c)\,b_n/(e-t_n)$. Hence $b\cdot c \neq 0$, or $c$ would vanish. Multiplying by $b_n$, summing and cancelling $b\cdot c$ leaves

$$(D-eq)\sum_n \frac{b_n^2}{e-t_n} = 1.$$

```lean
/-- Secular equation: an energy `e` different from all `t_n` is an eigenvalue
if and only if `(D - e q) ∑ b_n² / (e - t_n) = 1`. -/
theorem secular_equation {t b : ι → ℝ} {D q e : ℝ} (he : ∀ n, e ≠ t n) :
    (∃ c, IsEigenpair t b D q e c) ↔ (D - e * q) * ∑ n, b n ^ 2 / (e - t n) = 1 := by
  refine ⟨?_, fun h => ⟨_, resolventVec_isEigenpair he h⟩⟩
  rintro ⟨c, hc, h⟩
  have hn : ∀ n, c n = (D - e * q) * (b ⬝ᵥ c) * (b n / (e - t n)) := fun n => by
    have h1 := (eigen_iff _ _ _ _ _ _).1 h n
    rw [← mul_div_assoc, eq_div_iff (sub_ne_zero.2 (he n))]
    linear_combination h1
  -- an eigenvector orthogonal to the projector would vanish
  have hs : b ⬝ᵥ c ≠ 0 := fun h0 => hc (funext fun n => by
    rw [hn n, h0, mul_zero, zero_mul, Pi.zero_apply])
  have hsum : b ⬝ᵥ c = (D - e * q) * (b ⬝ᵥ c) * ∑ n, b n ^ 2 / (e - t n) := by
    rw [Finset.mul_sum]
    exact Finset.sum_congr rfl fun n _ => by
      linear_combination b n * hn n
  apply mul_left_cancel₀ hs
  linear_combination -hsum
```

## Hellmann–Feynman with a moving overlap

Multiplying the component equation by $v_n$, for any vector $v$, and summing gives

$$e\,(c\cdot v) - \sum_n t_n c_n v_n = (D-eq)(b\cdot c)(b\cdot v).$$

```lean
/-- The eigenvalue equation tested with an arbitrary vector `v`. -/
theorem weak_form {t b c : ι → ℝ} {D q e : ℝ} (h : IsEigenpair t b D q e c) (v : ι → ℝ) :
    e * (c ⬝ᵥ v) - t ⬝ᵥ (fun n => c n * v n) = (D - e * q) * (b ⬝ᵥ c) * (b ⬝ᵥ v) := by
  calc _ = ∑ n, (e - t n) * c n * v n := by
        simp only [dotProduct, Finset.mul_sum, ← Finset.sum_sub_distrib]
        exact Finset.sum_congr rfl fun n _ => by ring
    _ = ∑ n, (D - e * q) * (b ⬝ᵥ c) * (b n * v n) :=
        Finset.sum_congr rfl fun n _ => by rw [(eigen_iff _ _ _ _ _ _).1 h.2 n]; ring
    _ = _ := by rw [← Finset.mul_sum]; rfl
```

Since $t_n \propto L^{-2}$, we have $dt_n/dL = -(2/L)\,t_n$.

```lean
omit [Fintype ι] [DecidableEq ι] in
/-- The kinetic energies change with the cell length as `dt_n/dL = -(2/L) t_n` for `L > 0`. -/
theorem kinetic_hasDerivAt (k : ι → ℤ) {L : ℝ} (hL : 0 < L) (n : ι) :
    HasDerivAt (fun x => kinetic k x n) (-(2 / L) * kinetic k L n) L := by
  have h := (((hasDerivAt_const L (2 * Real.pi * (k n : ℝ))).fun_div
    (hasDerivAt_id' L) hL.ne').fun_pow 2).div_const 2
  refine HasDerivAt.congr_deriv h ?_
  simp only [kinetic, wavevector]
  push_cast
  ring
```

Let a subscript $x$ mark quantities at a nearby length $x$; those without it belong to $L$. Test the equation at $x$ with $c$ (`w1`) and the equation at $L$ with $c_x$ (`w2`), then subtract:

$$(e_x-e)\big[c_x\cdot c + q(b_x\cdot c_x)(b_x\cdot c)\big] = \sum_n (t_{x,n}-t_n)c_{x,n}c_n + (D-eq)\big[(b_x\cdot c_x)((b_x-b)\cdot c) + ((b_x-b)\cdot c_x)(b\cdot c)\big].$$

Divide by $x-L$ and let $x\to L$. If the eigenvectors are continuous at $L$, the left bracket tends to $\langle c,Sc\rangle > 0$ (`lM`) and the right side to the numerator of

$$e' = \frac{-\frac{2}{L}\sum_n t_n c_n^2 + 2(D-eq)(b\cdot c)(b'\cdot c)}{\langle c,Sc\rangle},$$

where primes denote $d/dL$ (`lN`). The term with $-eq$ comes from the change of the overlap. In Lean, `HasDerivAt` states both that $e$ is differentiable and what its derivative is, and `∀ᶠ x in 𝓝 L` means "for all lengths near $L$".

```lean
/-- Hellmann–Feynman theorem with a strain-dependent overlap: let `q ≥ 0`, `L > 0`, let `b` be
differentiable at `L`, and let eigenvectors `c` for the lengths near `L` be continuous at `L`.
Then the eigenvalue `e` is differentiable at `L`, with the derivative shown. -/
theorem hellmann_feynman {k : ι → ℤ} {D q L : ℝ} (hq : 0 ≤ q) (hL : 0 < L)
    {b c : ℝ → ι → ℝ} {b' : ι → ℝ} {e : ℝ → ℝ}
    (hb : ∀ n, HasDerivAt (fun x => b x n) (b' n) L) (hc : ContinuousAt c L)
    (h : ∀ᶠ x in 𝓝 L, IsEigenpair (kinetic k x) (b x) D q (e x) (c x)) :
    HasDerivAt e ((-(2 / L) * ∑ n, kinetic k L n * c L n ^ 2
      + 2 * (D - e L * q) * (b L ⬝ᵥ c L) * (b' ⬝ᵥ c L))
        / (c L ⬝ᵥ overlap (b L) q *ᵥ c L)) L := by
  have h0 := h.self_of_nhds
  have hpos := overlap_pos hq (b L) h0.1
  have hS := overlap_form (b L) (c L) q
  have dot : ∀ {u v : ℝ → ι → ℝ} {a d : ι → ℝ}, Tendsto u (𝓝[≠] L) (𝓝 a) →
      Tendsto v (𝓝[≠] L) (𝓝 d) → Tendsto (fun x => u x ⬝ᵥ v x) (𝓝[≠] L) (𝓝 (a ⬝ᵥ d)) :=
    fun hu hv => tendsto_finsetSum _ fun n _ =>
      (tendsto_pi_nhds.1 hu n).mul (tendsto_pi_nhds.1 hv n)
  have hs : ∀ (f : ℝ → ι → ℝ) (x : ℝ) (v : ι → ℝ),
      (fun n => slope (fun y => f y n) L x) ⬝ᵥ v = (f x ⬝ᵥ v - f L ⬝ᵥ v) / (x - L) := by
    intro f x v
    simp only [dotProduct, slope_def_field, ← Finset.sum_sub_distrib, Finset.sum_div]
    exact Finset.sum_congr rfl fun n _ => by ring
  have lc : Tendsto c (𝓝[≠] L) (𝓝 (c L)) := hc.tendsto.mono_left nhdsWithin_le_nhds
  have lb : Tendsto b (𝓝[≠] L) (𝓝 (b L)) :=
    (continuousAt_pi.2 fun n => (hb n).continuousAt).tendsto.mono_left nhdsWithin_le_nhds
  have lk : Tendsto (fun _ : ℝ => c L) (𝓝[≠] L) (𝓝 (c L)) := tendsto_const_nhds
  have lsb : Tendsto (fun x n => slope (fun y => b y n) L x) (𝓝[≠] L) (𝓝 b') :=
    tendsto_pi_nhds.2 fun n => hasDerivAt_iff_tendsto_slope.1 (hb n)
  have lst : Tendsto (fun x n => slope (fun y => kinetic k y n) L x) (𝓝[≠] L)
      (𝓝 fun n => -(2 / L) * kinetic k L n) :=
    tendsto_pi_nhds.2 fun n => hasDerivAt_iff_tendsto_slope.1 (kinetic_hasDerivAt k hL n)
  have lcc : Tendsto (fun x n => c x n * c L n) (𝓝[≠] L) (𝓝 fun n => c L n * c L n) :=
    tendsto_pi_nhds.2 fun n => (tendsto_pi_nhds.1 lc n).mul tendsto_const_nhds
  have lM := (dot lc lk).add (((dot lb lc).const_mul q).mul (dot lb lk))
  have lN := (dot lst lcc).add ((((dot lb lc).mul (dot lsb lk)).add
    ((dot lsb lc).mul_const (b L ⬝ᵥ c L))).const_mul (D - e L * q))
  rw [hS] at hpos ⊢
  rw [hasDerivAt_iff_tendsto_slope]
  have hval : -(2 / L) * ∑ n, kinetic k L n * c L n ^ 2
      = (fun n => -(2 / L) * kinetic k L n) ⬝ᵥ (fun n => c L n * c L n) := by
    rw [Finset.mul_sum]
    exact Finset.sum_congr rfl fun n _ => by ring
  have lim := lN.div lM hpos.ne'
  rw [hval]
  convert lim.congr' ?_ using 2
  · ring
  -- the difference quotient of `e` from the two tested eigenvalue equations
  filter_upwards [lM.eventually_ne hpos.ne', h.filter_mono nhdsWithin_le_nhds] with x hM hx
  have w1 := weak_form hx (c L)
  have w2 := weak_form h0 (c x)
  rw [dotProduct_comm (c L) (c x),
    show (fun n => c L n * c x n) = fun n => c x n * c L n from
      funext fun n => mul_comm _ _] at w2
  simp only [Pi.div_apply]
  rw [div_eq_iff hM, hs, hs, hs, slope_def_field]
  linear_combination (w2 - w1) / (x - L)
```

## The derivative of a continuous eigenvalue

It is enough that $e$ is a continuous eigenvalue branch with $e(L) \neq t_n$ for all $n$. By continuity, $e_x$ avoids the finitely many $t_{x,n}$ near $L$. The secular equation then makes $b_{x,n}/(e_x-t_{x,n})$ an eigenvector, continuous at $L$, and the previous theorem applies. The words "stress formula" in the Lean comment mean this derivative of one eigenvalue, not the total stress.

```lean
/-- Stress formula: let `q ≥ 0`, `L > 0`, let `b` be differentiable and `e` continuous at `L`,
with `e` an eigenvalue for all lengths near `L` and `e(L)` different from all `t_n`. Then `e` is
differentiable at `L`, with the derivative given by `c_n = b_n / (e - t_n)`. -/
theorem eigenvalue_stress {k : ι → ℤ} {D q L : ℝ} (hq : 0 ≤ q) (hL : 0 < L)
    {b : ℝ → ι → ℝ} {b' : ι → ℝ} {e : ℝ → ℝ}
    (hb : ∀ n, HasDerivAt (fun x => b x n) (b' n) L) (he : ContinuousAt e L)
    (hne : ∀ n, e L ≠ kinetic k L n)
    (h : ∀ᶠ x in 𝓝 L, ∃ c, IsEigenpair (kinetic k x) (b x) D q (e x) c)
    {c : ι → ℝ} (hcL : c = resolventVec (kinetic k L) (b L) (e L)) :
    HasDerivAt e ((-(2 / L) * ∑ n, kinetic k L n * c n ^ 2
      + 2 * (D - e L * q) * (b L ⬝ᵥ c) * (b' ⬝ᵥ c)) / (c ⬝ᵥ overlap (b L) q *ᵥ c)) L := by
  have hd : ∀ n, ContinuousAt (fun x => e x - kinetic k x n) L := fun n =>
    he.sub (kinetic_hasDerivAt k hL n).continuousAt
  have hev : ∀ᶠ x in 𝓝 L, ∀ n, e x - kinetic k x n ≠ 0 :=
    eventually_all.2 fun n => (hd n).eventually_ne (sub_ne_zero.2 (hne n))
  have hc : ContinuousAt (fun x => resolventVec (kinetic k x) (b x) (e x)) L := by
    refine continuousAt_pi.2 fun n => ?_
    simp only [resolventVec]
    exact (hb n).continuousAt.div (hd n) (sub_ne_zero.2 (hne n))
  -- near `L` the secular equation supplies a continuous family of eigenvectors
  have hE : ∀ᶠ x in 𝓝 L, IsEigenpair (kinetic k x) (b x) D q (e x)
      (resolventVec (kinetic k x) (b x) (e x)) := by
    filter_upwards [hev, h] with x hx hex
    have hx' : ∀ n, e x ≠ kinetic k x n := fun n => sub_ne_zero.1 (hx n)
    exact resolventVec_isEigenpair hx' ((secular_equation hx').1 hex)
  have key := hellmann_feynman (c := fun x => resolventVec (kinetic k x) (b x) (e x))
    hq hL hb hc hE
  rw [hcL]
  exact key

end

end UltrasoftStress
```

For the normalised vector $\hat c = c/\sqrt{\langle c,Sc\rangle}$ this reads $e' = -\frac{2}{L}\sum_n t_n\hat c_n^2 + 2(D-eq)(b\cdot\hat c)(b'\cdot\hat c)$.

## A vanishing overlap form, and a strength that responds

Suppose $q \ge 0$ is dropped. Take one plane wave with $k = 0$, and set $b = 1$, $D = 0$, $q = -1$. Then $H = S = 0$ and every number is an eigenvalue, including $e(x) = 1 + |x-L|$, which is continuous but has no derivative at $L$. The example excludes $\langle c,Sc\rangle = 0$, not every negative $q$.

In a plane-wave code, the formula corresponds to the kinetic and nonlocal parts of one band's contribution to the stress, at a fixed set of plane waves, not at a fixed energy cutoff, and with $D$ held constant. The Hamiltonian of such a code also has a local potential. In a self-consistent calculation, that potential and $D$ change with strain, and the derivative of the eigenvalue includes their changes. The stress itself is a derivative of the total energy, not of a sum of eigenvalues. At self-consistency the total energy is stationary under changes of the orbitals that keep them orthonormal with respect to $S$, so the self-consistent response drops out of the stress. What remains is the explicit dependence of the energy on strain and, for each occupied band, the term with $-eq$, which arises because the orbitals must stay orthonormal as $S$ changes.

```lean
#print axioms UltrasoftStress.eigenvalue_stress
```

```
'UltrasoftStress.eigenvalue_stress' depends on axioms: [propext, Classical.choice, Quot.sound]
```
